# Restricting orbitals to real coefficients can raise the minimum energy in a magnetic field

Take a finite, orthonormal basis of real orbitals. The one-electron Hamiltonian in a static field of strength $B$ is

$$M = H + BL + B^2Q .$$

Here $H$ is the real symmetric zero-field matrix. The real matrix $Q$ is the diamagnetic term, with $x^TQx\ge 0$ for every real $x$, because it represents a squared vector potential. The orbital Zeeman matrix $L$ is Hermitian with purely imaginary entries, as angular momentum is between real functions. Thus $L=iK$ with $K$ real and $K^T=-K$.

Numerical factors are absorbed into the symbols. In atomic units, with a uniform field along $z$ and symmetric gauge, $B$ stands for half the field strength, $L$ for $L_z$ and $Q$ for the matrix of $(x^2+y^2)/2$.

The energy of a coefficient vector $v$ is $E(v)=\mathrm{Re}\,v^\dagger Mv$. Its minima over real and complex unit vectors are $E_R$ and $E_C$, and $E_0$ is the lowest eigenvalue of $H$.

## The real minimum never drops below the zero-field energy

The first statement is $E_0\le E_R$. The second is that, for $B\neq0$,

$$Lv\ne0\ \text{ for some real minimizer } v \quad\Longrightarrow\quad E_C<E_R .$$

Without a spin Zeeman term, and in a finite real basis that does not depend on the field, real coefficients therefore never show a field-induced lowering of the one-electron ground-state energy.

## What a real diagonalization leaves out

A code that stores real coefficients and minimizes $E$ effectively diagonalizes $H+B^2Q$ (with $Q$ symmetric), since $BL$ contributes nothing. For a degenerate $p_x,p_y$ pair at zero energy, let $Q=c\,\mathbb 1$ with $c=0.5$ and $B=0.2$. The real symmetric problem gives $0.02$ twice. The complex Hermitian problem gives $-0.18$ and $0.22$.

The missing term is visible at a converged real solution $x$: the complex residual $Mx-E_Rx$ equals $iBKx$. A steepest-descent step over complex vectors moves from there along $-iBKx$, while a step restricted to real vectors discards this component.

The basis must be real too. Take the single complex orbital $p_{+1}$, with $L=1$, $H=0$, $Q=0.5$ and $B=-0.2$. Then $E_R=E_C=-0.18<E_0=0$ although $Lv\neq0$. Both conclusions can thus fail if $L$ is only required to be Hermitian.

## Admixing an imaginary orbital

Write $v=x+iy$. Antisymmetry gives $x^TKx=y^TKy=0$ and $x^TKy=-y^TKx$, so

$$v^\dagger Lv=(x-iy)^T iK(x+iy)=y^TKx-x^TKy=2\,y^TKx,$$

$$E(v)=x^THx+y^THy+B^2(x^TQx+y^TQy)+2B\,y^TKx .$$

For $y=0$ the linear field term vanishes.

**Lower bound.** Let $m$ be the minimum of $x^THx$ over real unit vectors, attained at $z$. By scaling, $u^THu\ge m\,u^Tu$ for every real $u$. Inserting $u=z+ty$ gives

$$0\le t^2(y^THy-m\,y^Ty)+2t\,y^T(Hz-mz)\quad\text{for all real } t.$$

A small $t$ of the right sign would violate this unless the linear coefficient is zero. Choosing $y=Hz-mz$ gives $Hz=mz$, so $E_0\le m$. For a real minimizer $x$ of the full energy,

$$E_0\le x^THx\le x^THx+B^2x^TQx=E_R .$$

**Strict gap.** Let $x$ be a real minimizer with $w=Kx\ne0$, so that $Lx=iw$. The trial vector $x+itw$ has squared norm $1+t^2w^Tw$, hence

$$E_C(1+t^2w^Tw)\le E_R+t^2(w^THw+B^2w^TQw)+2tB\,w^Tw .$$

If $E_R\le E_C$, then

$$0\le t^2(w^THw+B^2w^TQw-E_Cw^Tw)+2tB\,w^Tw$$

for all $t$. This forces $2B\,w^Tw=0$, a contradiction. So $E_C<E_R$.

**The $p$ pair.** With components numbered 0 and 1, a unit vector has

$$E=cB^2+2B(y_1x_0-y_0x_1).$$

The real minimum is $cB^2$. Completing squares gives $|2(y_1x_0-y_0x_1)|\le1$, and the circular orbitals $(1,\mp i)/\sqrt2$ reach the two bounds, so the complex minimum is $cB^2-|B|$.

## Orbitals and minima in Lean

`orb x y` is $x+iy$, `weight` is the squared norm, and `IsMinEnergy` says that a number is the attained minimum over normalized vectors in a class: `realOrbitals` or `Set.univ`. The hypothesis `h0` identifies `E₀` as the least real number with a nonzero real eigenvector of `H`.

```lean
import Mathlib

open Matrix

namespace RealVersusComplexOrbitals

noncomputable section

variable {n : Type*} [Fintype n]

/-- The Hamiltonian `H + B L + B² Q` in a static magnetic field of strength `B`. -/
def hamiltonian (H Q : Matrix n n ℝ) (L : Matrix n n ℂ) (B : ℝ) : Matrix n n ℂ :=
  H.map Complex.ofReal + B • L + B ^ 2 • Q.map Complex.ofReal

/-- The real part of the expectation value `⟨v, M v⟩`. -/
def energy (M : Matrix n n ℂ) (v : n → ℂ) : ℝ := (star v ⬝ᵥ M *ᵥ v).re

/-- The squared norm of an orbital. -/
def weight (v : n → ℂ) : ℝ := ∑ i, Complex.normSq (v i)

/-- The orbital `x + i y` with real part `x` and imaginary part `y`. -/
def orb (x y : n → ℝ) : n → ℂ := fun i => ⟨x i, y i⟩

/-- The orbitals with real coefficients. -/
def realOrbitals : Set (n → ℂ) := {v | ∃ x : n → ℝ, orb x 0 = v}

/-- `E` is the minimum, attained, of the energy over the normalized orbitals in `C`. -/
def IsMinEnergy (M : Matrix n n ℂ) (C : Set (n → ℂ)) (E : ℝ) : Prop :=
  IsLeast (energy M '' {v | v ∈ C ∧ weight v = 1}) E

variable {H Q : Matrix n n ℝ} {L : Matrix n n ℂ} {B : ℝ}

/-- The squared norm of `x + i y` is `x·x + y·y`. -/
theorem weight_orb (x y : n → ℝ) : weight (orb x y) = x ⬝ᵥ x + y ⬝ᵥ y := by
  simp only [weight, orb, Complex.normSq_mk, dotProduct, Finset.sum_add_distrib]

/-- For Hermitian, purely imaginary `L`, the term linear in the field couples the real part of
an orbital to its imaginary part only. -/
theorem energy_orb (hL : L.IsHermitian) (hI : ∀ i j, (L i j).re = 0) (x y : n → ℝ) :
    energy (hamiltonian H Q L B) (orb x y) = x ⬝ᵥ H *ᵥ x + y ⬝ᵥ H *ᵥ y
      + B ^ 2 * (x ⬝ᵥ Q *ᵥ x + y ⬝ᵥ Q *ᵥ y) + 2 * B * (y ⬝ᵥ L.map Complex.im *ᵥ x) := by
  have h : energy (hamiltonian H Q L B) (orb x y) = ∑ i, ∑ j,
      (x i * (H i j * x j) + y i * (H i j * y j) + B ^ 2 * (x i * (Q i j * x j))
        + B ^ 2 * (y i * (Q i j * y j)) + B * (y i * ((L i j).im * x j))
        - B * (x i * ((L i j).im * y j))) := by
    simp only [energy, dotProduct, Matrix.mulVec, Finset.mul_sum, Complex.re_sum]
    refine Finset.sum_congr rfl fun i _ => Finset.sum_congr rfl fun j _ => ?_
    simp [hamiltonian, orb, hI, pow_two]
    ring
  -- the imaginary part of `L` is antisymmetric
  have hK : (L.map Complex.im)ᵀ = -L.map Complex.im := by
    ext i j
    have h := congrArg Complex.im (hL.apply j i)
    simpa using h.symm
  have key : x ⬝ᵥ L.map Complex.im *ᵥ y = -(y ⬝ᵥ L.map Complex.im *ᵥ x) := by
    rw [Matrix.dotProduct_mulVec, ← Matrix.mulVec_transpose, hK, Matrix.neg_mulVec,
      neg_dotProduct, dotProduct_comm]
  rw [h]
  simp only [Finset.sum_add_distrib, Finset.sum_sub_distrib, ← Finset.mul_sum]
  simp only [dotProduct, Matrix.mulVec, Matrix.map_apply] at key ⊢
  linear_combination (-B) * key

/-- For Hermitian, purely imaginary `L`, the energy of a real orbital has no term linear in the
field. -/
theorem energy_real (hL : L.IsHermitian) (hI : ∀ i j, (L i j).re = 0) (x : n → ℝ) :
    energy (hamiltonian H Q L B) (orb x 0) = x ⬝ᵥ H *ᵥ x + B ^ 2 * (x ⬝ᵥ Q *ᵥ x) := by
  rw [energy_orb hL hI]
  simp only [zero_dotProduct, add_zero, mul_zero]

/-- Variational bound without normalization: in a class of orbitals closed under real scaling,
the energy is at least the minimum energy times the squared norm. -/
theorem min_mul_weight_le {M : Matrix n n ℂ} {C : Set (n → ℂ)} {E : ℝ}
    (h : IsMinEnergy M C E) (hC : ∀ r : ℝ, ∀ v ∈ C, (r : ℂ) • v ∈ C) {u : n → ℂ}
    (hu : u ∈ C) : E * weight u ≤ energy M u := by
  have hn : 0 ≤ weight u := Finset.sum_nonneg fun i _ => Complex.normSq_nonneg (u i)
  rcases hn.eq_or_lt with h0 | hw
  · have hu0 : u = 0 := funext fun i => Complex.normSq_eq_zero.1
      ((Finset.sum_eq_zero_iff_of_nonneg (fun j _ => Complex.normSq_nonneg (u j))).1
        h0.symm i (Finset.mem_univ i))
    rw [hu0]
    simp [weight, energy]
  · -- normalize `u`
    obtain ⟨r, hr⟩ : ∃ r : ℝ, r * r = (weight u)⁻¹ :=
      ⟨(√(weight u))⁻¹, by rw [← mul_inv, Real.mul_self_sqrt hn]⟩
    have h1 : weight ((r : ℂ) • u) = r * r * weight u := by
      simp only [weight, Pi.smul_apply, smul_eq_mul, Complex.normSq_mul,
        Complex.normSq_ofReal, Finset.mul_sum]
    have h2 : energy M ((r : ℂ) • u) = r * r * energy M u := by
      simp only [energy, star_smul, Matrix.mulVec_smul, smul_dotProduct, dotProduct_smul,
        smul_eq_mul, Complex.star_def, Complex.conj_ofReal, Complex.re_ofReal_mul]
      ring
    have key : E ≤ energy M ((r : ℂ) • u) :=
      h.2 ⟨_, ⟨hC r u hu, by rw [h1, hr, inv_mul_cancel₀ hw.ne']⟩, rfl⟩
    rw [h2, hr, inv_mul_eq_div, le_div_iff₀ hw] at key
    exact key

/-- In a nonempty finite basis the minimum energy is attained, both over real and over complex
normalized orbitals. -/
theorem minimum_exists [Nonempty n] (M : Matrix n n ℂ) :
    (∃ E, IsMinEnergy M realOrbitals E) ∧ ∃ E, IsMinEnergy M Set.univ E := by
  classical
  have hreal : IsClosed (realOrbitals : Set (n → ℂ)) := by
    have : (realOrbitals : Set (n → ℂ)) = {v | ∀ i, (v i).im = 0} := by
      ext v
      constructor
      · rintro ⟨x, rfl⟩ i
        rfl
      · intro h
        exact ⟨fun i => (v i).re, funext fun i => Complex.ext rfl (h i).symm⟩
    rw [this, Set.ofPred_forall]
    exact isClosed_iInter fun i =>
      isClosed_eq (Complex.continuous_im.comp (continuous_apply i)) continuous_const
  have hcont : Continuous (energy M) := by
    unfold energy
    refine Complex.continuous_re.comp ?_
    simp only [dotProduct, Matrix.mulVec, Pi.star_apply]
    fun_prop
  have hweight : Continuous fun v : n → ℂ => weight v := by
    simp only [weight, Complex.normSq_eq_norm_sq]
    fun_prop
  have hw : IsClosed {v : n → ℂ | weight v = 1} := isClosed_eq hweight continuous_const
  let e : n → ℂ := orb (Pi.single (Classical.arbitrary n) 1) 0
  have he : weight e = 1 := by
    simp [e, weight_orb]
  -- a continuous function on a compact set attains its minimum
  have main : ∀ C : Set (n → ℂ), IsClosed C → e ∈ C → ∃ E, IsMinEnergy M C E := by
    intro C hC heC
    have hS : IsCompact {v | v ∈ C ∧ weight v = 1} := by
      refine (isCompact_closedBall (0 : n → ℂ) 1).of_isClosed_subset (hC.inter hw) ?_
      rintro v ⟨-, hv⟩
      rw [mem_closedBall_zero_iff, pi_norm_le_iff_of_nonneg zero_le_one]
      intro i
      have h1 : Complex.normSq (v i) ≤ weight v :=
        Finset.single_le_sum (f := fun i => Complex.normSq (v i))
          (fun j _ => Complex.normSq_nonneg _) (Finset.mem_univ i)
      rw [show weight v = 1 from hv, Complex.normSq_eq_norm_sq] at h1
      nlinarith [norm_nonneg (v i)]
    exact (hS.image hcont).exists_isLeast ⟨_, e, ⟨heC, he⟩, rfl⟩
  exact ⟨main _ hreal ⟨_, rfl⟩, main _ isClosed_univ trivial⟩

/-- If `c t² + b t` is nonnegative for every real `t`, its linear coefficient vanishes. -/
theorem linear_term_zero {b c : ℝ} (h : ∀ t : ℝ, 0 ≤ t ^ 2 * c + t * b) : b = 0 := by
  by_contra hb
  have hd : 0 < |c| + 1 := by positivity
  have h1 := h (-b / (|c| + 1))
  have h2 : (-b / (|c| + 1)) ^ 2 * c + -b / (|c| + 1) * b
      = b ^ 2 / (|c| + 1) ^ 2 * (c - (|c| + 1)) := by
    field_simp
    ring
  have h3 : 0 < b ^ 2 / (|c| + 1) ^ 2 := by positivity
  have h4 := mul_neg_of_pos_of_neg h3
    (show c - (|c| + 1) < 0 by linarith [le_abs_self c])
  linarith

/-- Rayleigh-Ritz bound: for real symmetric `H`, the expectation value in a real unit vector is
at least the lowest eigenvalue. -/
theorem lowest_eigenvalue_le (hH : H.IsSymm) {E₀ : ℝ}
    (h0 : IsLeast {μ : ℝ | ∃ x : n → ℝ, x ≠ 0 ∧ H *ᵥ x = μ • x} E₀)
    {x : n → ℝ} (hx : x ⬝ᵥ x = 1) : E₀ ≤ x ⬝ᵥ H *ᵥ x := by
  have : Nonempty n := by
    by_contra h
    rw [not_nonempty_iff] at h
    simp [dotProduct] at hx
  have e : ∀ z, energy (hamiltonian H 0 0 0) (orb z 0) = z ⬝ᵥ H *ᵥ z := fun z => by
    rw [energy_real Matrix.isHermitian_zero (by simp)]
    simp
  obtain ⟨m, hm⟩ := (minimum_exists (hamiltonian H 0 0 0)).1
  have bd : ∀ z : n → ℝ, m * (z ⬝ᵥ z) ≤ z ⬝ᵥ H *ᵥ z := fun z => by
    have h := min_mul_weight_le hm (by
      rintro r _ ⟨y, rfl⟩
      exact ⟨r • y, funext fun i => by simp [orb, Complex.ext_iff]⟩) ⟨z, rfl⟩
    rw [weight_orb, e, zero_dotProduct, add_zero] at h
    exact h
  obtain ⟨_, ⟨⟨z, rfl⟩, hz⟩, hzm⟩ := hm.1
  rw [weight_orb, zero_dotProduct, add_zero] at hz
  rw [e] at hzm
  -- the minimizer is stationary, hence an eigenvector
  have st : ∀ y : n → ℝ, 2 * (y ⬝ᵥ H *ᵥ z - m * (y ⬝ᵥ z)) = 0 := fun y => by
    refine linear_term_zero (c := y ⬝ᵥ H *ᵥ y - m * (y ⬝ᵥ y)) fun t => ?_
    have hs : z ⬝ᵥ H *ᵥ y = y ⬝ᵥ H *ᵥ z := by
      rw [Matrix.dotProduct_mulVec, ← Matrix.mulVec_transpose, hH.eq, dotProduct_comm]
    have h := bd (z + t • y)
    simp only [Matrix.mulVec_add, Matrix.mulVec_smul, dotProduct_add, add_dotProduct,
      smul_dotProduct, dotProduct_smul, smul_eq_mul] at h
    rw [hs, hz, hzm, dotProduct_comm z y] at h
    linarith
  have hev : H *ᵥ z = m • z := by
    refine sub_eq_zero.1 (dotProduct_self_eq_zero.1 ?_)
    have h := st (H *ᵥ z - m • z)
    rw [dotProduct_sub, dotProduct_smul, smul_eq_mul]
    linarith
  have h1 : E₀ ≤ m := h0.2 ⟨z, fun h => by simp [h] at hz, hev⟩
  have h2 := bd x
  rw [hx] at h2
  linarith

/-- Real orbitals miss paramagnetism. Let `H` be real symmetric, `Q` real with nonnegative
quadratic form, `L` Hermitian with imaginary entries and `B ≠ 0`: the real minimum is at least the
lowest eigenvalue of `H`, and exceeds the complex one if `L v ≠ 0` for some real minimizer `v`. -/
theorem real_orbitals_miss_paramagnetism (hH : H.IsSymm)
    (hQ : ∀ x : n → ℝ, 0 ≤ x ⬝ᵥ Q *ᵥ x) (hL : L.IsHermitian)
    (hI : ∀ i j, (L i j).re = 0) (hB : B ≠ 0) {E₀ ER EC : ℝ}
    (h0 : IsLeast {μ : ℝ | ∃ x : n → ℝ, x ≠ 0 ∧ H *ᵥ x = μ • x} E₀)
    (hR : IsMinEnergy (hamiltonian H Q L B) realOrbitals ER)
    (hC : IsMinEnergy (hamiltonian H Q L B) Set.univ EC) :
    E₀ ≤ ER ∧ ((∃ v ∈ realOrbitals, weight v = 1 ∧
      energy (hamiltonian H Q L B) v = ER ∧ L *ᵥ v ≠ 0) → EC < ER) := by
  constructor
  · obtain ⟨_, ⟨⟨x, rfl⟩, hx⟩, hE⟩ := hR.1
    rw [weight_orb, zero_dotProduct, add_zero] at hx
    rw [energy_real hL hI] at hE
    linarith [lowest_eigenvalue_le hH h0 hx, mul_nonneg (sq_nonneg B) (hQ x)]
  · rintro ⟨_, ⟨x, rfl⟩, hx, hE, hLx⟩
    rw [weight_orb, zero_dotProduct, add_zero] at hx
    rw [energy_real hL hI] at hE
    by_contra hlt
    have hle : ER ≤ EC := not_lt.1 hlt
    obtain ⟨w, hw⟩ : ∃ w, w = L.map Complex.im *ᵥ x := ⟨_, rfl⟩
    -- admix the imaginary orbital `i t w`
    have hb : 2 * B * (w ⬝ᵥ w) = 0 := by
      refine linear_term_zero
        (c := w ⬝ᵥ H *ᵥ w + B ^ 2 * (w ⬝ᵥ Q *ᵥ w) - EC * (w ⬝ᵥ w)) fun t => ?_
      have h := min_mul_weight_le hC (fun _ _ _ => trivial)
        (Set.mem_univ (orb x (t • w)))
      rw [weight_orb, energy_orb hL hI, ← hw, hx] at h
      simp only [Matrix.mulVec_smul, smul_dotProduct, dotProduct_smul, smul_eq_mul] at h
      linarith
    have hw0 : w = 0 := dotProduct_self_eq_zero.1
      ((mul_eq_zero.1 hb).resolve_left (mul_ne_zero two_ne_zero hB))
    apply hLx
    funext i
    have hi := congrFun (hw.symm.trans hw0) i
    apply Complex.ext
    · simp [Matrix.mulVec, dotProduct, orb, hI]
    · simpa [Matrix.mulVec, dotProduct, orb, hI] using hi

/-- The angular momentum along the field in the basis of the real orbitals `p_x`, `p_y`. -/
def Lz : Matrix (Fin 2) (Fin 2) ℂ := !![0, -Complex.I; Complex.I, 0]

/-- For a degenerate pair `p_x`, `p_y` at zero energy with diamagnetic constant `c`, the real
minimum is `c B²` and the complex minimum is `c B² - |B|`. -/
theorem p_pair_witness (c B : ℝ) :
    IsMinEnergy (hamiltonian 0 !![c, 0; 0, c] Lz B) realOrbitals (c * B ^ 2) ∧
    IsMinEnergy (hamiltonian 0 !![c, 0; 0, c] Lz B) Set.univ (c * B ^ 2 - |B|) := by
  have hL : Lz.IsHermitian := Matrix.IsHermitian.ext fun i j => by
    fin_cases i <;> fin_cases j <;> simp [Lz]
  have hI : ∀ i j, (Lz i j).re = 0 := fun i j => by
    fin_cases i <;> fin_cases j <;> simp [Lz]
  have e : ∀ x y : Fin 2 → ℝ, energy (hamiltonian 0 !![c, 0; 0, c] Lz B) (orb x y)
      = c * B ^ 2 * weight (orb x y) + 2 * B * (y 1 * x 0 - y 0 * x 1) := fun x y => by
    rw [energy_orb hL hI, weight_orb]
    simp [Lz, Matrix.mulVec, dotProduct, Fin.sum_univ_two]
    ring
  refine ⟨⟨⟨orb ![1, 0] 0, ⟨⟨_, rfl⟩, ?_⟩, ?_⟩, ?_⟩, ⟨?_, ?_⟩⟩
  · simp [weight_orb, dotProduct, Fin.sum_univ_two]
  · rw [e, weight_orb]
    simp [dotProduct, Fin.sum_univ_two]
  · rintro _ ⟨_, ⟨⟨x, rfl⟩, hx⟩, rfl⟩
    rw [e, hx]
    simp
  · -- the circular orbital whose moment is aligned with the field
    rcases abs_cases B with ⟨h, -⟩ | ⟨h, -⟩
    · have hw : weight (orb ![1/2, 1/2] ![1/2, -1/2]) = 1 := by
        rw [weight_orb]
        norm_num [dotProduct, Fin.sum_univ_two]
      refine ⟨_, ⟨trivial, hw⟩, ?_⟩
      rw [e, hw, h]
      simp only [Matrix.cons_val_zero, Matrix.cons_val_one]
      ring
    · have hw : weight (orb ![1/2, 1/2] ![-1/2, 1/2]) = 1 := by
        rw [weight_orb]
        norm_num [dotProduct, Fin.sum_univ_two]
      refine ⟨_, ⟨trivial, hw⟩, ?_⟩
      rw [e, hw, h]
      simp only [Matrix.cons_val_zero, Matrix.cons_val_one]
      ring
  · rintro _ ⟨v, ⟨-, hv⟩, rfl⟩
    obtain ⟨x, y, rfl⟩ : ∃ x y, v = orb x y :=
      ⟨fun i => (v i).re, fun i => (v i).im, rfl⟩
    rw [e, hv]
    rw [weight_orb] at hv
    simp only [dotProduct, Fin.sum_univ_two] at hv
    have h1 : 0 ≤ 1 + 2 * (y 1 * x 0 - y 0 * x 1) := by
      nlinarith [sq_nonneg (x 0 + y 1), sq_nonneg (x 1 - y 0)]
    have h2 : 0 ≤ 1 - 2 * (y 1 * x 0 - y 0 * x 1) := by
      nlinarith [sq_nonneg (x 0 - y 1), sq_nonneg (x 1 + y 0)]
    rcases abs_cases B with ⟨h, hB⟩ | ⟨h, hB⟩
    · rw [h]
      linarith [mul_nonneg hB h1]
    · rw [h]
      linarith [mul_nonneg (neg_nonneg.2 hB.le) h2]

end

end RealVersusComplexOrbitals
```

```lean
#print axioms RealVersusComplexOrbitals.energy_real
#print axioms RealVersusComplexOrbitals.real_orbitals_miss_paramagnetism
```

```
'RealVersusComplexOrbitals.energy_real' depends on axioms: [propext, Classical.choice, Quot.sound]
'RealVersusComplexOrbitals.real_orbitals_miss_paramagnetism' depends on axioms: [propext, Classical.choice, Quot.sound]
```

## A strict gap of unspecified size

`energy_orb` proves the expansion by comparing double sums and using the antisymmetry `hK`. `min_mul_weight_le` supplies the scaling argument, and `linear_term_zero` tests the quadratic at $t=-b/(|c|+1)$. `lowest_eigenvalue_le` combines them into the stationarity argument. The main theorem then assumes $E_R\le E_C$ through `by_contra` and inserts `orb x (t • w)`.

The main theorem takes the two minima as given; `minimum_exists` provides them by compactness in any nonempty basis. `p_pair_witness` gives exact values for every real $c$ and $B$.

In general the theorem gives no size for $E_R-E_C$, and it does not place $E_C$ below $E_0$. If $Lv=0$ for every real minimizer, it leaves open whether the minima differ. The model has no spin, electron interaction, self-consistency or field-dependent basis functions, and the result concerns exact minima, not the convergence of an optimizer.
